# The trace of an even number of matrices with scalar anticommutators reduces to traces with two factors fewer

## Does carrying a slashed momentum once around a trace say anything?

Write p̸ = γ^μ p_μ for a four-vector p, with metric signature (+,−,−,−), so that p̸ q̸ + q̸ p̸ = 2 (p·q) 1. To evaluate tr(p̸₀ p̸₁ p̸₂ p̸₃), I was told to anticommute p̸₀ to the far right and then use cyclicity. But cyclicity brings p̸₀ back to the front, and I have the trace I started from. Why is the result not just 0 = 0? And does the step use the anticommutators of p̸₁, p̸₂ and p̸₃ among themselves?

## An odd number of sign changes makes the trace return with a minus sign

Let a_0, …, a_{n+1} be complex D×D matrices with n even, so there are n+2 factors in all. Let g_0, …, g_n be complex numbers with

a_0 a_{k+1} + a_{k+1} a_0 = 2 g_k 1, for k = 0, …, n.

For slashed momenta, g_k is the scalar product of the first momentum with the one in position k+1. Let R_k be the product a_1 a_2 ⋯ a_{n+1} with a_{k+1} left out, and let T = tr(a_0 a_1 ⋯ a_{n+1}). Then

T = Σ_{k=0}^{n} (−1)^k g_k tr R_k.

The first matrix passes n+1 others, an odd number. The trace therefore comes back as −T, and the equation can be solved for T. Only the anticommutators that involve a_0 enter, so the answer to your second question is no for this step. The others are needed when the remaining traces are evaluated.

### Exchanging neighbours, then taking the trace

After k exchanges, a_0 stands to the right of a_1, …, a_k with the sign (−1)^k. The next exchange replaces a_0 a_{k+1} by 2 g_k 1 − a_{k+1} a_0:

(−1)^k a_1⋯a_k a_0 a_{k+1}⋯a_{n+1}
= (−1)^k 2 g_k R_k + (−1)^{k+1} a_1⋯a_{k+1} a_0 a_{k+2}⋯a_{n+1}.

Applying this for k = 0, …, n gives

a_0 a_1⋯a_{n+1} = Σ_{k=0}^{n} (−1)^k 2 g_k R_k + (−1)^{n+1} a_1⋯a_{n+1} a_0.

Now take the trace. By cyclicity tr(a_1⋯a_{n+1} a_0) = T, and (−1)^{n+1} = −1 because n is even. Hence

T = 2 Σ_{k=0}^{n} (−1)^k g_k tr R_k − T,

and adding T and halving gives the recursion.

For two factors, R_0 is the empty product 1, so T = g_0 D. For four matrices with a_i a_j + a_j a_i = 2 g_ij 1 for every i < j, the recursion gives

T = g_01 tr(a_2 a_3) − g_02 tr(a_1 a_3) + g_03 tr(a_1 a_2)
= D (g_01 g_23 − g_02 g_13 + g_03 g_12).

### Slashed four-vectors in the chiral representation

With p⁰ the time component, **p** the spatial part and σ the Pauli matrices, p̸ has zero diagonal blocks, upper right block p⁰ − σ·**p** and lower left block p⁰ + σ·**p**. The upper left block of p̸ q̸ + q̸ p̸ is

(p⁰ − σ·**p**)(q⁰ + σ·**q**) + (q⁰ − σ·**q**)(p⁰ + σ·**p**).

The terms linear in σ cancel. Since (σ·**p**)(σ·**q**) + (σ·**q**)(σ·**p**) = 2 **p**·**q** 1, what remains is 2(p⁰q⁰ − **p**·**q**) 1 = 2 (p·q) 1. The lower right block follows by reversing the signs of **p** and **q**, and the off-diagonal blocks vanish. With D = 4,

tr(p̸₀ p̸₁ p̸₂ p̸₃) = 4[(p₀·p₁)(p₂·p₃) − (p₀·p₂)(p₁·p₃) + (p₀·p₃)(p₁·p₂)].

The prefactor 4 is the size of the matrices, not the number of spacetime dimensions.

### The Lean statements in words

The type `d` is a finite index set, and `Matrix d d ℂ` holds the complex matrices on it; D is `Fintype.card d`. A family `a : Fin (n + 1 + 1) → Matrix d d ℂ` lists the n+2 factors from `a 0` onward, and `ordProd a` is their product in that order, equal to 1 for an empty family.

In `trace_recursion`, `hn` says that n is even and `h` gives the scalar anticommutators of `a 0` with each later factor `a k.succ`. The function `k.succAbove` runs through the indices while skipping k. The further `.succ` in `a (k.succAbove l).succ` skips the first matrix too, so `ordProd` of this family is R_k. If the factors are numbered from 1, the partner of the first has number j = k+2, and the sign (−1)^k is the familiar (−1)^j.

`trace_two` and `trace_four` are the two closed formulas above, for matrices of any finite size. `trace_four` assumes the anticommutators for all pairs i < j.

`minkowski` is bilinear in complex four-vectors, with no complex conjugation, and `slash` takes contravariant components. The names `sigmaMinus` and `sigmaPlus` stand for p⁰ − σ·**p** and p⁰ + σ·**p**, not for spin ladder operators. In `trace_four_slash`, `k` denotes the family of four momenta; elsewhere it is an index.

```lean
import Mathlib

open Matrix

namespace DiracTraceRecursion


variable {d : Type*} [Fintype d] [DecidableEq d]

/-- The ordered product `a 0 * a 1 * ... * a (n-1)` of a finite family of matrices. -/
noncomputable def ordProd {n : ℕ} (a : Fin n → Matrix d d ℂ) : Matrix d d ℂ :=
  (List.ofFn a).prod

/-- The first factor of an ordered product can be split off on the left. -/
theorem ordProd_succ {n : ℕ} (a : Fin (n + 1) → Matrix d d ℂ) :
    ordProd a = a 0 * ordProd (fun k => a k.succ) := by
  rw [ordProd, List.ofFn_succ, List.prod_cons, ordProd]

/-- If the anticommutator of `b` with each factor `a k` is the scalar `2 c k`, then moving `b`
from the left of the product to its right leaves one contraction term for each factor,
with alternating signs. -/
theorem move_through {n : ℕ} (b : Matrix d d ℂ) (a : Fin (n + 1) → Matrix d d ℂ)
    (c : Fin (n + 1) → ℂ)
    (h : ∀ k, b * a k + a k * b = (2 * c k) • (1 : Matrix d d ℂ)) :
    b * ordProd a =
      ∑ k : Fin (n + 1), ((-1 : ℂ) ^ (k : ℕ) * (2 * c k)) • ordProd (fun l => a (k.succAbove l))
        + (-1 : ℂ) ^ (n + 1) • (ordProd a * b) := by
  induction n with
  | zero =>
    have e : b * a 0 = (2 * c 0) • (1 : Matrix d d ℂ) - a 0 * b := eq_sub_of_add_eq (h 0)
    have z : ∀ f : Fin 0 → Matrix d d ℂ, ordProd f = 1 := fun f => by simp [ordProd]
    have o : ordProd a = a 0 := by rw [ordProd_succ, z, mul_one]
    rw [o, e, Fin.sum_univ_succ, Fin.sum_univ_zero, z]
    simp [sub_eq_add_neg]
  | succ n ih =>
    have e : b * a 0 = (2 * c 0) • (1 : Matrix d d ℂ) - a 0 * b := eq_sub_of_add_eq (h 0)
    have ih' : b * ordProd (fun k => a k.succ) =
        ∑ k : Fin (n + 1), ((-1 : ℂ) ^ (k : ℕ) * (2 * c k.succ)) •
            ordProd (fun l => a (k.succAbove l).succ)
          + (-1 : ℂ) ^ (n + 1) • (ordProd (fun k => a k.succ) * b) :=
      ih (fun k => a k.succ) (fun k => c k.succ) (fun k => h k.succ)
    -- omitting a later factor leaves the first factor in place
    have key : ∀ k : Fin (n + 1), ordProd (fun l => a (k.succ.succAbove l)) =
        a 0 * ordProd (fun l => a (k.succAbove l).succ) := by
      intro k
      rw [ordProd_succ]
      simp only [Fin.succ_succAbove_zero, Fin.succ_succAbove_succ]
    have hs : ∑ k : Fin (n + 1), ((-1 : ℂ) ^ (k.succ : ℕ) * (2 * c k.succ)) •
          ordProd (fun l => a (k.succ.succAbove l)) =
        -(a 0 * ∑ k : Fin (n + 1), ((-1 : ℂ) ^ (k : ℕ) * (2 * c k.succ)) •
          ordProd (fun l => a (k.succAbove l).succ)) := by
      rw [Finset.mul_sum, ← Finset.sum_neg_distrib]
      refine Finset.sum_congr rfl fun k _ => ?_
      rw [key, Fin.val_succ, pow_succ, mul_smul_comm, ← neg_smul]
      congr 1
      ring
    calc b * ordProd a = (b * a 0) * ordProd (fun k => a k.succ) := by
          rw [ordProd_succ a, mul_assoc]
      _ = (2 * c 0) • ordProd (fun k => a k.succ)
            - a 0 * (b * ordProd (fun k => a k.succ)) := by
          rw [e, sub_mul, smul_mul_assoc, one_mul, mul_assoc]
      _ = _ := by
          rw [Fin.sum_univ_succ, hs, ih', ordProd_succ a, mul_add, mul_smul_comm,
            pow_succ (-1 : ℂ) (n + 1), mul_neg_one, neg_smul]
          simp only [Fin.succAbove_zero, Fin.val_zero, pow_zero, one_mul, mul_assoc]
          abel

/-- Trace recursion: for `n + 2` matrices, `n` even, whose first member has the scalar
anticommutator `2 g k` with each later one, the trace of the product is the alternating sum of
`g k` times the trace of the product without the first matrix and its partner. -/
theorem trace_recursion {n : ℕ} (hn : Even n) (a : Fin (n + 1 + 1) → Matrix d d ℂ)
    (g : Fin (n + 1) → ℂ)
    (h : ∀ k, a 0 * a k.succ + a k.succ * a 0 = (2 * g k) • (1 : Matrix d d ℂ)) :
    (ordProd a).trace =
      ∑ k : Fin (n + 1), (-1 : ℂ) ^ (k : ℕ) * g k *
        (ordProd (fun l => a (k.succAbove l).succ)).trace := by
  have t := congrArg Matrix.trace (move_through (a 0) (fun k => a k.succ) g h)
  rw [Matrix.trace_add, Matrix.trace_sum] at t
  simp only [Matrix.trace_smul, smul_eq_mul] at t
  -- cyclicity brings the first matrix back to the front, with a minus sign
  rw [Matrix.trace_mul_comm (ordProd (fun k => a k.succ)) (a 0), ← ordProd_succ a,
    hn.add_one.neg_one_pow] at t
  have s : ∑ k : Fin (n + 1), (-1 : ℂ) ^ (k : ℕ) * (2 * g k) *
        (ordProd (fun l => a (k.succAbove l).succ)).trace =
      2 * ∑ k : Fin (n + 1), (-1 : ℂ) ^ (k : ℕ) * g k *
        (ordProd (fun l => a (k.succAbove l).succ)).trace := by
    rw [Finset.mul_sum]
    exact Finset.sum_congr rfl fun k _ => by ring
  rw [s] at t
  linear_combination t / 2

/-- The trace of a product of two matrices with scalar anticommutator `2 g` is `g` times the
dimension of the matrices. -/
theorem trace_two (a b : Matrix d d ℂ) (g : ℂ)
    (h : a * b + b * a = (2 * g) • (1 : Matrix d d ℂ)) :
    (a * b).trace = g * (Fintype.card d : ℂ) := by
  have t := congrArg Matrix.trace h
  rw [Matrix.trace_add, Matrix.trace_mul_comm b a, Matrix.trace_smul, Matrix.trace_one,
    smul_eq_mul] at t
  linear_combination t / 2

/-- For four matrices with pairwise scalar anticommutators `2 g i j`, the trace of the product
is the signed sum over the three pairings, times the dimension of the matrices. -/
theorem trace_four (a : Fin 4 → Matrix d d ℂ) (g : Fin 4 → Fin 4 → ℂ)
    (h : ∀ i j, i < j → a i * a j + a j * a i = (2 * g i j) • (1 : Matrix d d ℂ)) :
    (a 0 * a 1 * a 2 * a 3).trace =
      (g 0 1 * g 2 3 - g 0 2 * g 1 3 + g 0 3 * g 1 2) * (Fintype.card d : ℂ) := by
  have t : (ordProd a).trace = ∑ k : Fin 3, (-1 : ℂ) ^ (k : ℕ) * g 0 k.succ *
      (ordProd (fun l : Fin 2 => a (k.succAbove l).succ)).trace :=
    trace_recursion (n := 2) even_two a (fun k => g 0 k.succ)
      (fun k => h 0 k.succ (Fin.succ_pos k))
  have e : ordProd a = a 0 * a 1 * a 2 * a 3 := by
    simp [ordProd, List.ofFn_succ, mul_assoc]
  have two : ∀ b : Fin 2 → Matrix d d ℂ, ordProd b = b 0 * b 1 := by
    intro b
    simp [ordProd, List.ofFn_succ]
  -- the two factors that remain after one contraction
  have pair : ∀ (k : Fin 3) (i j : Fin 4), (k.succAbove (0 : Fin 2)).succ = i →
      (k.succAbove (1 : Fin 2)).succ = j →
      ordProd (fun l : Fin 2 => a (k.succAbove l).succ) = a i * a j := by
    intro k i j hi hj
    subst hi hj
    exact two _
  have s0 : (0 : Fin 3).succ = 1 := rfl
  have s1 : (1 : Fin 3).succ = 2 := rfl
  have s2 : (2 : Fin 3).succ = 3 := rfl
  have v0 : ((0 : Fin 3) : ℕ) = 0 := rfl
  have v1 : ((1 : Fin 3) : ℕ) = 1 := rfl
  have v2 : ((2 : Fin 3) : ℕ) = 2 := rfl
  rw [e, Fin.sum_univ_three, pair 0 2 3 (by decide) (by decide),
    pair 1 1 3 (by decide) (by decide), pair 2 1 2 (by decide) (by decide),
    trace_two _ _ _ (h 2 3 (by decide)), trace_two _ _ _ (h 1 3 (by decide)),
    trace_two _ _ _ (h 1 2 (by decide)), s0, s1, s2, v0, v1, v2] at t
  rw [t]
  ring


/-- The Minkowski product of two complex four-vectors, with signature `(+,-,-,-)`. -/
noncomputable def minkowski (p q : Fin 4 → ℂ) : ℂ :=
  p 0 * q 0 - p 1 * q 1 - p 2 * q 2 - p 3 * q 3

/-- The time component minus the spatial part contracted with the Pauli matrices. -/
noncomputable def sigmaMinus (p : Fin 4 → ℂ) : Matrix (Fin 2) (Fin 2) ℂ :=
  !![p 0 - p 3, -(p 1 - Complex.I * p 2); -(p 1 + Complex.I * p 2), p 0 + p 3]

/-- The time component plus the spatial part contracted with the Pauli matrices. -/
noncomputable def sigmaPlus (p : Fin 4 → ℂ) : Matrix (Fin 2) (Fin 2) ℂ :=
  !![p 0 + p 3, p 1 - Complex.I * p 2; p 1 + Complex.I * p 2, p 0 - p 3]

/-- The Feynman slash of a four-vector with contravariant components `p`, in the chiral
representation of the Dirac matrices. -/
noncomputable def slash (p : Fin 4 → ℂ) : Matrix (Fin 2 ⊕ Fin 2) (Fin 2 ⊕ Fin 2) ℂ :=
  fromBlocks 0 (sigmaMinus p) (sigmaPlus p) 0


/-- The anticommutator of two slashed four-vectors is twice their Minkowski product. -/
theorem slash_witness (p q : Fin 4 → ℂ) :
    slash p * slash q + slash q * slash p =
      (2 * minkowski p q) • (1 : Matrix (Fin 2 ⊕ Fin 2) (Fin 2 ⊕ Fin 2) ℂ) := by
  -- the two diagonal blocks
  have uv : sigmaMinus p * sigmaPlus q + sigmaMinus q * sigmaPlus p =
        (2 * minkowski p q) • (1 : Matrix (Fin 2) (Fin 2) ℂ) ∧
      sigmaPlus p * sigmaMinus q + sigmaPlus q * sigmaMinus p =
        (2 * minkowski p q) • (1 : Matrix (Fin 2) (Fin 2) ℂ) := by
    constructor <;> ext i j <;> fin_cases i <;> fin_cases j <;>
      simp [sigmaMinus, sigmaPlus, minkowski] <;>
      first
        | ring1
        | linear_combination 2 * p 2 * q 2 * Complex.I_sq
  rw [← Matrix.fromBlocks_one, Matrix.fromBlocks_smul]
  simp only [slash, Matrix.fromBlocks_multiply, Matrix.fromBlocks_add, Matrix.zero_mul,
    Matrix.mul_zero, add_zero, zero_add, smul_zero, uv.1, uv.2]


/-- The trace of four slashed four-vectors is four times the signed sum of products of their
Minkowski products over the three pairings. -/
theorem trace_four_slash (k : Fin 4 → Fin 4 → ℂ) :
    (slash (k 0) * slash (k 1) * slash (k 2) * slash (k 3)).trace =
      4 * (minkowski (k 0) (k 1) * minkowski (k 2) (k 3)
        - minkowski (k 0) (k 2) * minkowski (k 1) (k 3)
        + minkowski (k 0) (k 3) * minkowski (k 1) (k 2)) := by
  refine (trace_four (fun i => slash (k i)) (fun i j => minkowski (k i) (k j))
    (fun i j _ => slash_witness (k i) (k j))).trans ?_
  simp only [Fintype.card_sum, Fintype.card_fin]
  push_cast
  ring

end DiracTraceRecursion
```

```lean
#print axioms DiracTraceRecursion.trace_two
-- 'DiracTraceRecursion.trace_two' depends on axioms: [propext, Classical.choice, Quot.sound]
#print axioms DiracTraceRecursion.trace_four_slash
-- 'DiracTraceRecursion.trace_four_slash' depends on axioms: [propext, Classical.choice, Quot.sound]
```

### From the exchange of neighbours to the Lean proof

`ordProd_succ` splits off the first factor. `move_through` is the exchange formula before the trace is taken, for a matrix `b` and at least one factor, of either parity. It is proved by induction on the number of factors:

- With one factor, the formula is the anticommutator solved for `b * a 0`.
- With more factors, `e` makes the first exchange and `ih'` carries `b` through the rest.
- `key` says that omitting a later factor leaves `a 0` at the front. `hs` uses this to put `a 0` back into the contraction terms; the shift of their index by one supplies the minus sign of the first exchange.
- The `calc` block joins these parts, and `abel` collects the terms.

`trace_recursion` takes the trace of that identity. `Matrix.trace_mul_comm` is the cyclic step, `hn.add_one.neg_one_pow` evaluates the sign as −1, and `s` takes the factor 2 out of the sum. The last line, `linear_combination t / 2`, solves T = 2S − T for T, where S is the sum in the recursion. `trace_two` does the same directly for two matrices.

`trace_four` applies the recursion with n = 2. Its auxiliary statement `pair` identifies the two factors left after each contraction, and `trace_two` evaluates their traces.

`slash_witness` checks the two diagonal blocks entry by entry, using i² = −1 where the second components meet, and then assembles the 4×4 matrix. `trace_four_slash` inserts this anticommutator into `trace_four` and counts 2 + 2 = 4 indices.

### With three factors the recursion can fail

Take n = 1, so that there are three factors, and let all of them be the 1×1 matrix 1. The anticommutators are scalar, with g_0 = g_1 = 1. The trace of the product is 1, but the alternating sum is 1 − 1 = 0. The formula therefore fails for three factors if evenness is dropped and nothing else is assumed.

Here your worry about 0 = 0 is justified. The first matrix passes two others and returns with a plus sign, so T = 2S + T. This forces S = 0 and leaves T undetermined. For slashed momenta T is known for another reason: in the chiral representation a product of an odd number of them has zero diagonal blocks, so its trace is 0.

### The trace for a massless electron line

In relativistic quantum theory, the four-factor formula turns a tree-level spin sum into scalar products, here for a single fermion line with the mass neglected and with ordinary 4×4 Dirac matrices. For electron–positron annihilation into a virtual photon, with electron momentum p and positron momentum p′, the spin sum contains

tr(p̸′ γ_μ p̸ γ_ν).

The matrix γ_μ is itself a slashed vector: its only nonzero contravariant component is a 1 in position μ. The scalar product of p′ with that vector is p′_μ. The three pairings, in order, give

p′_μ p_ν, −(p′·p) g_μν, p′_ν p_μ,

where g_μν is the metric. The trace is therefore

4[p′_μ p_ν + p′_ν p_μ − (p′·p) g_μν].

The passage from the squared amplitude to this trace uses the completeness relations of the spinors, which the Lean statements take no part in. With six slashed momenta, one use of the recursion leaves five four-factor traces with signs +, −, +, −, +, and hence fifteen products of scalar products.
